# A nonzero spherical tensor fixes every other of its rank between two spin multiplets, up to a factor

To replace the spin S by a multiple of J inside a multiplet, I first have to choose what makes both of them tensors of rank 1: their commutators with J, or their behaviour under finite rotations. Suppose I take the commutators. A rank-k operator then has 2k+1 components, each a whole matrix. How can a single number relate two such families, and what if the matrix element I want to divide by happens to be zero?

## One element of the top component decides

The commutators suffice, and they also show which element to divide by. Let the operators act from spin j to spin j′, with ħ = 1; your case is j′ = j. For q = −k, ..., k the components satisfy

[Jz, T_q] = q T_q

[J±, T_q] = √(k(k+1) − q(q±1)) T_(q±1)

where J acts on the j′ multiplet when it stands on the left of T_q and on the j multiplet when it stands on the right.

**Selection rule.** Between states m′ and m, the first relation reads

(m′ − m − q) ⟨m′|T_q|m⟩ = 0

so a nonzero element needs m′ = m + q.

**The top component.** At q = k the raising coefficient is zero, hence J+ T_k = T_k J+. For m′ > −j′ this gives

√((j′+m′)(j′−m′+1)) ⟨m′−1|T_k|m⟩ = √((j−m)(j+m+1)) ⟨m′|T_k|m+1⟩

with the right side zero at m = j. The left root is positive. If the row m′ of T_k vanishes, so does the row m′ − 1. A zero row at m′ = j′ therefore forces T_k = 0.

**The other components.** The lowering coefficient is √((k+q)(k−q+1)), positive for q > −k. From T_k = 0 it follows in turn that T_(k−1), ..., T_(−k) vanish.

**The factor.** Let U be a second tensor of rank k, not identically zero. By the steps above, the row m′ = j′ of U_k has a nonzero element, and the selection rule puts it at m₀ = j′ − k. Set

c = ⟨j′|T_k|m₀⟩ / ⟨j′|U_k|m₀⟩

The relations are linear, so V_q = T_q − c U_q is again a tensor of rank k. Its top row vanishes at m₀ by the choice of c and elsewhere by the selection rule. Hence V = 0, and T_q = c U_q for all q. The same element shows that no other c works.

Since m₀ ≥ −j, a nonzero tensor also has k ≤ j + j′.

## S as a multiple of J in a P₃/₂ level

Take one electron with l = 1 and j = 3/2. In the state m = 3/2 the orbital and spin projections are 1 and 1/2, so ⟨Sz⟩ = 1/2 and ⟨Jz⟩ = 3/2. The factor is c = 1/3: between any two states of the level, S has the same matrix elements as J/3. At m = 1/2 this gives ⟨Sz⟩ = 1/6 without expanding the state. In the same sense L is replaced by 2J/3, and with a spin g-factor of 2 the Landé factor is 2/3 + 2/3 = 4/3. In electronic structure such replacements serve for magnetic moments. A crystal-field term of rank 2 or higher is not a multiple of J; it is replaced by a tensor of the same rank built from products of the components of J. Both replacements hold as long as the operator is restricted to one multiplet and mixing with other levels is left out.

## What the Lean statement says

The letters `N` and `M` are twice the spins, j = N/2 and j′ = M/2; `M` is not a magnetic quantum number. Row `a` stands for m′ = M/2 − a and column `b` for m = N/2 − b, so index 0 is the highest state. `Jz`, `Jplus` and `Jminus` are the standard matrices with real, non-negative ladder elements.

`IsSphericalTensor M N k T` collects the three relations. The family `T` is indexed by all integers, but the relations are imposed only for −k ≤ q ≤ k, and members outside that range enter with coefficient zero. The rank `k` is a natural number; spin 0 and rank 0 are allowed.

`wigner_eckart` says that if some `U q` in the range is nonzero, exactly one complex `c` gives `T q = c • U q` throughout it. Textbooks usually write the theorem as a Clebsch-Gordan coefficient times a reduced matrix element. Here the reference is any nonzero tensor `U`, and no Clebsch-Gordan coefficients are constructed.

To apply this to an atom, one cuts the block between two multiplets out of the full operator. The block inherits the relations because J does not connect different multiplets; that step precedes the hypotheses.

```lean
import Mathlib

namespace WignerEckart

noncomputable section

/-- The matrix of `Jz` on the multiplet of spin `N/2`, in the basis `m = N/2, N/2 - 1, ..., -N/2`. -/
def Jz (N : ℕ) : Matrix (Fin (N + 1)) (Fin (N + 1)) ℂ :=
  Matrix.diagonal fun a => (N : ℂ) / 2 - ((a : ℕ) : ℂ)

/-- The raising operator `J+` on the multiplet of spin `N/2`, in the same basis. -/
def Jplus (N : ℕ) : Matrix (Fin (N + 1)) (Fin (N + 1)) ℂ :=
  Matrix.of fun a b =>
    if (b : ℕ) = (a : ℕ) + 1 then
      ((√((((a : ℕ) : ℝ) + 1) * ((N : ℝ) - ((a : ℕ) : ℝ))) : ℝ) : ℂ)
    else 0

/-- The lowering operator `J-`, the transpose of `J+`. -/
def Jminus (N : ℕ) : Matrix (Fin (N + 1)) (Fin (N + 1)) ℂ :=
  (Jplus N).transpose

/-- The operators `T q`, `q = -k, ..., k`, from the multiplet of spin `N/2` to that of spin `M/2`
form a spherical tensor of rank `k`: they obey the standard commutation relations with `J`. -/
structure IsSphericalTensor (M N k : ℕ)
    (T : ℤ → Matrix (Fin (M + 1)) (Fin (N + 1)) ℂ) : Prop where
  z : ∀ q : ℤ, -(k : ℤ) ≤ q → q ≤ k → Jz M * T q - T q * Jz N = (q : ℂ) • T q
  plus : ∀ q : ℤ, -(k : ℤ) ≤ q → q ≤ k → Jplus M * T q - T q * Jplus N =
    ((√((k : ℝ) * ((k : ℝ) + 1) - (q : ℝ) * ((q : ℝ) + 1)) : ℝ) : ℂ) • T (q + 1)
  minus : ∀ q : ℤ, -(k : ℤ) ≤ q → q ≤ k → Jminus M * T q - T q * Jminus N =
    ((√((k : ℝ) * ((k : ℝ) + 1) - (q : ℝ) * ((q : ℝ) - 1)) : ℝ) : ℂ) • T (q - 1)

variable {M N k : ℕ} {T U : ℤ → Matrix (Fin (M + 1)) (Fin (N + 1)) ℂ}

/-- Selection rule: a nonzero matrix element of the component `T q` of a spherical tensor
connects magnetic quantum numbers with `m' = m + q`. -/
theorem selection_rule (hT : IsSphericalTensor M N k T) {q : ℤ} (h1 : -(k : ℤ) ≤ q)
    (h2 : q ≤ k) {a : Fin (M + 1)} {b : Fin (N + 1)} (h : T q a b ≠ 0) :
    (M : ℂ) / 2 - ((a : ℕ) : ℂ) = (N : ℂ) / 2 - ((b : ℕ) : ℂ) + (q : ℂ) := by
  have e := congrFun (congrFun (hT.z q h1 h2) a) b
  simp only [Jz, Matrix.sub_apply, Matrix.diagonal_mul, Matrix.mul_diagonal,
    Matrix.smul_apply, smul_eq_mul] at e
  apply mul_right_cancel₀ h
  linear_combination e

/-- An operator that intertwines the raising operators of two multiplets vanishes if all its
matrix elements into the state of highest `m'` vanish. -/
theorem intertwiner_eq_zero {X : Matrix (Fin (M + 1)) (Fin (N + 1)) ℂ}
    (hX : Jplus M * X = X * Jplus N) (h0 : ∀ b, X 0 b = 0) : X = 0 := by
  have key : ∀ (n : ℕ) (h : n < M + 1) (b : Fin (N + 1)), X ⟨n, h⟩ b = 0 := by
    intro n
    induction n with
    | zero => intro h b; exact h0 b
    | succ n ih =>
      intro h b
      have hn : n < M + 1 := by omega
      have hR : (X * Jplus N) ⟨n, hn⟩ b = 0 := by
        rw [Matrix.mul_apply]
        exact Finset.sum_eq_zero fun c _ => by rw [ih hn c, zero_mul]
      -- row n of J+ has a single entry, which reaches row n + 1 of X
      have hL : (Jplus M * X) ⟨n, hn⟩ b
          = Jplus M ⟨n, hn⟩ ⟨n + 1, h⟩ * X ⟨n + 1, h⟩ b := by
        rw [Matrix.mul_apply]
        apply Finset.sum_eq_single
        · intro c _ hc
          have hc' : (c : ℕ) ≠ n + 1 := fun h' => hc (Fin.ext h')
          simp [Jplus, hc']
        · intro hc
          exact absurd (Finset.mem_univ _) hc
      have hs : Jplus M ⟨n, hn⟩ ⟨n + 1, h⟩
          = ((√(((n : ℝ) + 1) * ((M : ℝ) - (n : ℝ))) : ℝ) : ℂ) := by
        simp [Jplus]
      have hM : (n : ℝ) < M := by exact_mod_cast (by omega : n < M)
      have hpos : 0 < ((n : ℝ) + 1) * ((M : ℝ) - (n : ℝ)) :=
        mul_pos (by positivity) (by linarith)
      rw [hX, hR, hs] at hL
      exact (mul_eq_zero.mp hL.symm).resolve_left
        (Complex.ofReal_ne_zero.mpr (Real.sqrt_pos.mpr hpos).ne')
  ext a b
  exact key a a.isLt b

/-- A spherical tensor vanishes altogether if its top component `T k` has no matrix element
into the state of highest `m'`. -/
theorem eq_zero_of_top_row (hT : IsSphericalTensor M N k T) (h0 : ∀ b, T k 0 b = 0)
    (q : ℤ) (h1 : -(k : ℤ) ≤ q) (h2 : q ≤ k) : T q = 0 := by
  have htop : T k = 0 := by
    have h := hT.plus k (by omega) le_rfl
    rw [show (k : ℝ) * ((k : ℝ) + 1) - ((k : ℤ) : ℝ) * (((k : ℤ) : ℝ) + 1) = 0 by simp,
      Real.sqrt_zero, Complex.ofReal_zero, zero_smul] at h
    exact intertwiner_eq_zero (sub_eq_zero.mp h) h0
  -- descend from q = k with the lowering operator
  have key : ∀ n : ℕ, n ≤ 2 * k → T ((k : ℤ) - (n : ℤ)) = 0 := by
    intro n
    induction n with
    | zero => intro _; simpa using htop
    | succ n ih =>
      intro hn
      have h := hT.minus ((k : ℤ) - (n : ℤ)) (by omega) (by omega)
      rw [ih (by omega), Matrix.mul_zero, Matrix.zero_mul, sub_zero] at h
      have hpos : 0 < (k : ℝ) * ((k : ℝ) + 1)
          - (((k : ℤ) - (n : ℤ) : ℤ) : ℝ) * ((((k : ℤ) - (n : ℤ) : ℤ) : ℝ) - 1) := by
        have h3 : (n : ℝ) + 1 ≤ 2 * k := by exact_mod_cast hn
        have h4 : (0 : ℝ) ≤ n := Nat.cast_nonneg n
        push_cast
        nlinarith [mul_pos (by linarith : (0 : ℝ) < 2 * k - n)
          (by linarith : (0 : ℝ) < (n : ℝ) + 1)]
      rw [show (k : ℤ) - ((n + 1 : ℕ) : ℤ) = (k : ℤ) - (n : ℤ) - 1 by omega]
      exact (smul_eq_zero.mp h.symm).resolve_left
        (Complex.ofReal_ne_zero.mpr (Real.sqrt_pos.mpr hpos).ne')
  have h := key ((k : ℤ) - q).toNat (by omega)
  rwa [show (k : ℤ) - (((k : ℤ) - q).toNat : ℤ) = q by omega] at h

/-- If `T` and `U` are spherical tensors of rank `k`, so is `T - c U` for every complex `c`. -/
theorem IsSphericalTensor.sub_smul (hT : IsSphericalTensor M N k T)
    (hU : IsSphericalTensor M N k U) (c : ℂ) :
    IsSphericalTensor M N k (fun q => T q - c • U q) := by
  constructor <;> intro q h1 h2 <;>
    simp only [Matrix.mul_sub, Matrix.sub_mul, Matrix.mul_smul, Matrix.smul_mul]
  · linear_combination (norm := module) hT.z q h1 h2 - c • hU.z q h1 h2
  · linear_combination (norm := module) hT.plus q h1 h2 - c • hU.plus q h1 h2
  · linear_combination (norm := module) hT.minus q h1 h2 - c • hU.minus q h1 h2

/-- Wigner-Eckart theorem: if `T` and `U` are spherical tensors of the same rank between the same
two multiplets and `U` is not identically zero, exactly one complex `c` gives `T q = c U q`
for all components. -/
theorem wigner_eckart (hT : IsSphericalTensor M N k T) (hU : IsSphericalTensor M N k U)
    (hne : ∃ q : ℤ, -(k : ℤ) ≤ q ∧ q ≤ k ∧ U q ≠ 0) :
    ∃! c : ℂ, ∀ q : ℤ, -(k : ℤ) ≤ q → q ≤ k → T q = c • U q := by
  obtain ⟨p, hp1, hp2, hp⟩ := hne
  have hk : -(k : ℤ) ≤ k := by omega
  obtain ⟨b, hb⟩ : ∃ b, U k 0 b ≠ 0 := by
    by_contra h
    exact hp (eq_zero_of_top_row hU (fun b => not_not.mp fun hb => h ⟨b, hb⟩) p hp1 hp2)
  -- c is the ratio of the top-row elements in column b, where that of U k is nonzero
  have hV := hT.sub_smul hU (T k 0 b / U k 0 b)
  have hrow : ∀ b', (T k - (T k 0 b / U k 0 b) • U k) 0 b' = 0 := by
    intro b'
    by_cases hbb : b' = b
    · rw [hbb, Matrix.sub_apply, Matrix.smul_apply, smul_eq_mul, div_mul_cancel₀ _ hb, sub_self]
    · by_contra h
      have e1 := selection_rule hV hk le_rfl h
      have e2 := selection_rule hU hk le_rfl hb
      have e3 : ((b' : ℕ) : ℂ) = ((b : ℕ) : ℂ) := by linear_combination e1 - e2
      exact hbb (Fin.ext (by exact_mod_cast e3))
  refine ⟨T k 0 b / U k 0 b, fun q h1 h2 => ?_, fun d hd => ?_⟩
  · exact sub_eq_zero.mp (eq_zero_of_top_row hV hrow q h1 h2)
  · have e := congrFun (congrFun (hd k hk le_rfl) 0) b
    simp only [Matrix.smul_apply, smul_eq_mul] at e
    exact eq_div_of_mul_eq hb e.symm

/-- Matrix elements of two spherical tensors of equal rank between the same multiplets are
proportional, here in cross-multiplied form. -/
theorem matrix_elements_proportional (hT : IsSphericalTensor M N k T)
    (hU : IsSphericalTensor M N k U) {q p : ℤ} (hq1 : -(k : ℤ) ≤ q) (hq2 : q ≤ k)
    (hp1 : -(k : ℤ) ≤ p) (hp2 : p ≤ k) (a a' : Fin (M + 1)) (b b' : Fin (N + 1)) :
    T q a b * U p a' b' = T p a' b' * U q a b := by
  by_cases hne : ∃ r : ℤ, -(k : ℤ) ≤ r ∧ r ≤ k ∧ U r ≠ 0
  · obtain ⟨c, hc, _⟩ := wigner_eckart hT hU hne
    have e1 := congrFun (congrFun (hc q hq1 hq2) a) b
    have e2 := congrFun (congrFun (hc p hp1 hp2) a') b'
    simp only [Matrix.smul_apply, smul_eq_mul] at e1 e2
    rw [e1, e2]
    ring
  · have h0 : ∀ r : ℤ, -(k : ℤ) ≤ r → r ≤ k → U r = 0 :=
      fun r h1 h2 => not_not.mp fun h => hne ⟨r, h1, h2, h⟩
    rw [h0 q hq1 hq2, h0 p hp1 hp2]
    simp

/-- A spherical tensor that is not identically zero has rank at most the sum of the two spins,
`k ≤ M/2 + N/2`. -/
theorem rank_le_sum_of_spins (hT : IsSphericalTensor M N k T)
    (hne : ∃ q : ℤ, -(k : ℤ) ≤ q ∧ q ≤ k ∧ T q ≠ 0) : 2 * k ≤ M + N := by
  obtain ⟨p, hp1, hp2, hp⟩ := hne
  by_contra hlt
  refine hp (eq_zero_of_top_row hT (fun b => ?_) p hp1 hp2)
  by_contra hb
  have h := selection_rule hT (by omega) le_rfl hb
  simp only [Fin.val_zero, Nat.cast_zero, Int.cast_natCast, sub_zero] at h
  have h' : ((M + 2 * (b : ℕ) : ℕ) : ℂ) = ((N + 2 * k : ℕ) : ℂ) := by
    push_cast
    linear_combination 2 * h
  have h'' : M + 2 * (b : ℕ) = N + 2 * k := by exact_mod_cast h'
  have := b.isLt
  omega

/-- The spin-1/2 vector operator with components `-J+`, `√2 Jz`, `J-` for `q = 1, 0, -1`. -/
def spinHalfVector (q : ℤ) : Matrix (Fin (1 + 1)) (Fin (1 + 1)) ℂ :=
  if q = 1 then -Jplus 1 else if q = 0 then ((√2 : ℝ) : ℂ) • Jz 1 else Jminus 1

/-- The spin-1/2 vector operator is a spherical tensor of rank 1, and its component `q = 1`
is nonzero. -/
theorem spinHalfVector_witness :
    IsSphericalTensor 1 1 1 spinHalfVector ∧ spinHalfVector 1 ≠ 0 := by
  have hs : ((√2 : ℝ) : ℂ) * ((√2 : ℝ) : ℂ) = 2 := by
    rw [← Complex.ofReal_mul, Real.mul_self_sqrt (by norm_num)]
    norm_num
  constructor
  · -- evaluate the coefficients first, then compare matrix entries
    constructor <;> intro q h1 h2 <;>
      obtain rfl | rfl | rfl : q = -1 ∨ q = 0 ∨ q = 1 := by omega
    all_goals norm_num [spinHalfVector, smul_smul, hs]
    all_goals
      ext i j
      fin_cases i <;> fin_cases j <;>
        simp [Jplus, Jminus, Jz, Matrix.mul_apply, Fin.sum_univ_succ] <;> ring
  · intro h
    have h' := congrFun (congrFun h 0) 1
    simp [spinHalfVector, Jplus] at h'

end

end WignerEckart
```

```lean
#print axioms WignerEckart.matrix_elements_proportional
#print axioms WignerEckart.rank_le_sum_of_spins
```

```
'WignerEckart.matrix_elements_proportional' depends on axioms: [propext, Classical.choice, Quot.sound]
'WignerEckart.rank_le_sum_of_spins' depends on axioms: [propext, Classical.choice, Quot.sound]
```

## From the commutators to the Lean proof

`selection_rule` reads one entry of the `Jz` relation and cancels the nonzero matrix element. `intertwiner_eq_zero` is the descent through the rows of T_k, by induction on the row number. `eq_zero_of_top_row` adds the descent in q, writing q = k − n; the number under the root equals (2k−n)(n+1), which is positive by `mul_pos`, and `nlinarith` carries this over to the unfactored form.

`IsSphericalTensor.sub_smul` is the linearity step. In `wigner_eckart`, `hrow` shows that the top row of V vanishes, treating the column `b` of the nonzero element and the other columns separately.

`matrix_elements_proportional` multiplies out the ratio, so it also holds when `U` vanishes. `rank_le_sum_of_spins` is the bound on k. `spinHalfVector_witness` exhibits a nonzero tensor for spin 1/2; its components are √2 times the usual spherical components of J.

The row descent rests on `Finset.sum_eq_single`. A matrix product is a sum over intermediate states, and this lemma replaces a sum by one term once all the others are shown to be zero. Row `n` of `Jplus M` has its only entry in column `n + 1`, so entry (n, b) of `Jplus M * X` is a single product containing `X ⟨n + 1, h⟩ b`. The intertwining relation equates that product with entry (n, b) of `X * Jplus N`, which is zero because row `n` of `X` vanishes by the induction hypothesis. The ladder element is nonzero, so the next row of `X` vanishes too. By hand, this is inserting a complete set of states after J+ and keeping the only one that it connects.
